# Current matrix elements of the open tight-binding chain: parity selection rule and level spacing

I am looking at the low-frequency response of a short metallic wire with two ends, modelled as one particle hopping on \(L\) sites with matrix element \(-t\), \(t>0\), between neighbours and no bond closing the chain into a ring. A particle cannot keep moving in one direction in such a wire, so I expect the current to have no matrix elements at zero frequency, that is, between states of equal energy. I also expect the gaps between neighbouring levels to be at most of order \(t/L\). The usual argument says that the eigenstates are standing waves, that the current only connects waves of opposite mirror parity, and that neighbouring levels are at most \(2\pi t/(L+1)\) apart. Can this be done rigorously for every finite \(L\), with a machine-checked proof?

## Standing waves, the commutator and the mirror

For the single-particle chain it can. Set \(\hbar\), the lattice constant and the charge to one. The sites are \(n=0,\dots,L-1\), at positions \(x_n=n+1\). The Hamiltonian has \(H_{mn}=-t\) for \(|m-n|=1\) and zero otherwise, the position operator is \(X=\mathrm{diag}(x_n)\), and the current is the velocity \(J=i[H,X]\). For an integer \(j\ge 0\) put
\[ k_j=\frac{j\pi}{L+1},\qquad v_j(n)=\sin(k_j x_n),\qquad E_j=-2t\cos k_j,\qquad M_{jj'}=\langle v_j|J|v_{j'}\rangle . \]

Let \(f\) be an amplitude on the positions \(0,\dots,L+1\) with \(f(0)=f(L+1)=0\). At every site, the two ends included, \(H\) gives \(-t\,[f(x-1)+f(x+1)]\), because the missing neighbour of an end site carries zero amplitude. The function \(f(x)=\sin k_jx\) qualifies, since \(\sin k_j(L+1)=\sin j\pi=0\), and
\[ \sin k_j(x-1)+\sin k_j(x+1)=2\cos k_j\,\sin k_jx \]
gives \(Hv_j=E_jv_j\). For \(1\le j\le L\) we have \(0<k_j<\pi\), so \(v_j(0)=\sin k_j>0\) and \(v_j\neq0\).

Since \(H\) is Hermitian and \(E_j\) is real, \(\langle v_j|H=E_j\langle v_j|\). Letting \(H\) act to the left in \(HX\) and to the right in \(XH\),
\[ M_{jj'}=i\,(E_j-E_{j'})\,\langle v_j|X|v_{j'}\rangle , \]
which vanishes whenever \(E_j=E_{j'}\).

In the site basis \(J_{mn}=i(H_{mn}x_n-x_mH_{mn})=iH_{mn}(n-m)\). The mirror \(n\mapsto\bar n=L-1-n\) sends \(x\) to \(L+1-x\). It leaves \(H\) unchanged and reverses \(n-m\), so \(J_{\bar m\bar n}=-J_{mn}\). The modes obey \(v_j(\bar n)=\sin(j\pi-k_jx_n)=-(-1)^jv_j(n)\). Relabelling both sums by the mirror,
\[ M_{jj'}=\sum_{m,n}v_j(\bar m)\,J_{\bar m\bar n}\,v_{j'}(\bar n)=-(-1)^{j+j'}M_{jj'} . \]
For even \(j-j'\) this reads \(M_{jj'}=-M_{jj'}\), so \(M_{jj'}=0\).

For \(j<L\), \(0\le k_j<k_{j+1}\le\pi\) with \(k_{j+1}-k_j=\pi/(L+1)\), and \(E_{j+1}-E_j=2t(\cos k_j-\cos k_{j+1})\). The cosine decreases strictly on \([0,\pi]\), so the spacing is positive for \(t>0\), and \(|\cos a-\cos b|\le|a-b|\) for real \(a,b\) bounds it by \(2\pi t/(L+1)\). The energies \(E_1<\dots<E_L\) are therefore \(L\) distinct eigenvalues of an \(L\times L\) matrix, so the chain has no other levels. The bound on the spacing is an upper bound only. The exact spacing is \(4t\sin\frac{k_j+k_{j+1}}{2}\,\sin\frac{\pi}{2(L+1)}\), which for large \(L\) comes close to the bound near the band centre but is much smaller at the band edges, where \(E_2-E_1\approx3\pi^2t/(L+1)^2\); this closed form and estimate are not part of the formal statement.

For \(L=2\), \(v_1=s(1,1)\) and \(v_2=s(1,-1)\) with \(s=\sin(\pi/3)\), \(s^2=3/4\), while \(J_{01}=-it\) and \(J_{10}=it\). Then \(M_{12}=2its^2=3it/2\), which is nonzero for \(t\ne0\). Both vectors have squared norm \(3/2\), so after dividing each vector by its norm the element is \(it\); its phase depends on the phases chosen for the two states, its modulus \(|t|\) does not.

For non-interacting particles on this finite uniform chain, a Kubo-type spectral sum is built from terms \(|M_{jj'}|^2\,\delta(\omega-E_{j'}+E_j)\) at frequency \(\omega\), with occupation and normalisation factors, and the result removes the terms at \(\omega=0\) and those with even \(j-j'\).

## The five clauses of `open_chain_response`

The site label is `n : Fin L`, and `n.val + 1` is \(x_n\). The definitions `ham`, `position`, `current`, `wavenumber`, `mode`, `energy` and `element` are \(H\), \(X\), \(J\), \(k_j\), \(v_j\), \(E_j\) and \(M_{jj'}\); `star` in `element` conjugates the bra. The modes are not normalised, and the zeros of \(M_{jj'}\) do not depend on scale. The hypothesis `ht : 0 < t` is the sign of the hopping that puts long wavelengths at the bottom of the band, so that energy rises with \(j\); only the spacing clause uses it.

For every \(L\) and every \(t>0\) the theorem states:

1. for \(1\le j\le L\), \(v_j\ne0\) and \(Hv_j=E_jv_j\);
2. \(M_{jj'}=0\) under `Even ((j : ℤ) - j')`, the difference being taken in the integers so that \(j<j'\) is treated correctly;
3. \(M_{jj'}=i(E_j-E_{j'})\langle v_j|X|v_{j'}\rangle\);
4. \(M_{jj'}=0\) whenever \(E_j=E_{j'}\);
5. \(0<E_{j+1}-E_j\le2\pi t/(L+1)\) for \(j<L\).

Clauses 2 to 4 hold for all natural numbers \(j,j'\), and the physical range is \(1,\dots,L\). Clause 5 gives the spacings between actual levels for \(1\le j\le L-1\). Its case \(j=0\) compares \(E_1\) with the band edge \(E_0=-2t\), where \(v_0=0\) is no state, and for \(L=1\) this is the only case. The theorem `dimer_element` gives \(M_{12}=3it/2\) for \(L=2\) and any real \(t\).

The absence of current matrix elements at zero frequency is clause 4, a property of single-particle states. The file defines no conductivity, no occupation of levels and no diamagnetic term, so the Drude weight written as a diamagnetic minus a paramagnetic contribution is not among its statements. Orthogonality and completeness of the \(v_j\), their norm for general \(L\), the size of \(M_{jj'}\) for odd \(j-j'\) beyond two sites, and the limit \(L\to\infty\) are not stated either. The normalised value \(it\) and the reading in terms of a spectral sum are added commentary that no theorem below contains.

```lean
import Mathlib

open Matrix Real

namespace OpenChainCurrent

noncomputable section

/-- Hamiltonian of the open chain of `L` sites: `-t` between neighbouring sites, zero otherwise. -/
def ham (L : ℕ) (t : ℝ) : Matrix (Fin L) (Fin L) ℂ :=
  Matrix.of fun m n => if m.val + 1 = n.val ∨ n.val + 1 = m.val then -(t : ℂ) else 0

/-- Position operator `X = diag(1, …, L)`. -/
def position (L : ℕ) : Matrix (Fin L) (Fin L) ℂ :=
  Matrix.diagonal fun n => ((n.val + 1 : ℕ) : ℂ)

/-- Current operator `J = i [H, X]`. -/
def current (L : ℕ) (t : ℝ) : Matrix (Fin L) (Fin L) ℂ :=
  Complex.I • (ham L t * position L - position L * ham L t)

/-- Wave number `k_j = j π / (L + 1)`. -/
def wavenumber (L j : ℕ) : ℝ := j * π / (L + 1)

/-- Standing wave with amplitude `sin (k_j x)` on the site at position `x = 1, …, L`. -/
def mode (L j : ℕ) : Fin L → ℂ :=
  fun n => ((sin (wavenumber L j * ((n.val + 1 : ℕ) : ℝ)) : ℝ) : ℂ)

/-- Band energy `E_j = -2 t cos k_j`. -/
def energy (L : ℕ) (t : ℝ) (j : ℕ) : ℝ := -2 * t * cos (wavenumber L j)

/-- Matrix element `⟨v_j | J | v_j'⟩` of the current between two standing waves. -/
def element (L : ℕ) (t : ℝ) (j j' : ℕ) : ℂ :=
  star (mode L j) ⬝ᵥ current L t *ᵥ mode L j'

/-- On an amplitude vanishing at positions `0` and `L + 1`, the Hamiltonian gives `-t` times
the sum of the two neighbouring amplitudes. -/
theorem ham_mulVec {L : ℕ} (t : ℝ) (f : ℕ → ℂ) (h0 : f 0 = 0) (hL : f (L + 1) = 0) (m : Fin L) :
    (ham L t *ᵥ fun n => f (n.val + 1)) m = -(t : ℂ) * (f m.val + f (m.val + 2)) := by
  have key : ∀ n : Fin L, ham L t m n * f (n.val + 1) =
      (if m.val + 1 = n.val then -(t : ℂ) * f (m.val + 2) else 0) +
      (if n.val + 1 = m.val then -(t : ℂ) * f m.val else 0) := by
    intro n
    simp only [ham, Matrix.of_apply]
    by_cases h1 : m.val + 1 = n.val
    · have h2 : ¬ n.val + 1 = m.val := by omega
      have e : n.val + 1 = m.val + 2 := by omega
      rw [if_pos (Or.inl h1), if_pos h1, if_neg h2, e, add_zero]
    · by_cases h2 : n.val + 1 = m.val
      · rw [if_pos (Or.inr h2), if_neg h1, if_pos h2, h2, zero_add]
      · rw [if_neg (not_or.mpr ⟨h1, h2⟩), if_neg h1, if_neg h2]
        simp
  -- right neighbour, or the node at `L + 1`
  have s1 : ∑ n : Fin L, (if m.val + 1 = n.val then -(t : ℂ) * f (m.val + 2) else 0)
      = -(t : ℂ) * f (m.val + 2) := by
    by_cases h : m.val + 1 < L
    · rw [Finset.sum_eq_single (⟨m.val + 1, h⟩ : Fin L)]
      · simp
      · intro b _ hb
        exact if_neg fun e => hb (Fin.ext e.symm)
      · simp
    · have e : m.val + 2 = L + 1 := by have := m.isLt; omega
      have hz : f (m.val + 2) = 0 := by rw [e, hL]
      simp [hz]
  -- left neighbour, or the node at `0`
  have s2 : ∑ n : Fin L, (if n.val + 1 = m.val then -(t : ℂ) * f m.val else 0)
      = -(t : ℂ) * f m.val := by
    by_cases h : m.val = 0
    · have hz : f m.val = 0 := by rw [h, h0]
      simp [hz]
    · rw [Finset.sum_eq_single (⟨m.val - 1, by have := m.isLt; omega⟩ : Fin L)]
      · exact if_pos (show m.val - 1 + 1 = m.val by omega)
      · intro b _ hb
        exact if_neg fun e => hb (Fin.ext (show b.val = m.val - 1 by omega))
      · simp
  simp only [Matrix.mulVec, dotProduct]
  rw [Finset.sum_congr rfl (fun n _ => key n), Finset.sum_add_distrib, s1, s2]
  ring

/-- The standing waves obey `H v_j = E_j v_j`. -/
theorem mode_eigen (L : ℕ) (t : ℝ) (j : ℕ) :
    ham L t *ᵥ mode L j = (energy L t j : ℂ) • mode L j := by
  funext m
  have hk : wavenumber L j * ((L + 1 : ℕ) : ℝ) = j * π := by
    unfold wavenumber; push_cast; field_simp
  have h := ham_mulVec t (fun p : ℕ => ((sin (wavenumber L j * (p : ℝ)) : ℝ) : ℂ)) (by simp)
    (by simp only [hk, Real.sin_nat_mul_pi, Complex.ofReal_zero]) m
  have r : -t * (sin (wavenumber L j * ((m.val : ℕ) : ℝ)) +
      sin (wavenumber L j * ((m.val + 2 : ℕ) : ℝ)))
      = energy L t j * sin (wavenumber L j * ((m.val + 1 : ℕ) : ℝ)) := by
    have e1 : wavenumber L j * ((m.val : ℕ) : ℝ)
        = wavenumber L j * ((m.val + 1 : ℕ) : ℝ) - wavenumber L j := by push_cast; ring
    have e2 : wavenumber L j * ((m.val + 2 : ℕ) : ℝ)
        = wavenumber L j * ((m.val + 1 : ℕ) : ℝ) + wavenumber L j := by push_cast; ring
    unfold energy
    rw [e1, e2, Real.sin_sub, Real.sin_add]
    ring
  have hc := congrArg (fun x : ℝ => (x : ℂ)) r
  simp only [Complex.ofReal_mul, Complex.ofReal_neg, Complex.ofReal_add] at hc
  exact h.trans hc

/-- For Hermitian `H` with `H u = E u`, `H v = E' v` and any `X`,
`⟨u | i[H,X] | v⟩ = i (E - E') ⟨u | X | v⟩`. -/
theorem commutator_element {L : ℕ} (H X : Matrix (Fin L) (Fin L) ℂ) (hH : H.IsHermitian)
    (u v : Fin L → ℂ) (E E' : ℝ) (hu : H *ᵥ u = (E : ℂ) • u) (hv : H *ᵥ v = (E' : ℂ) • v) :
    star u ⬝ᵥ (Complex.I • (H * X - X * H)) *ᵥ v
      = Complex.I * ((E : ℂ) - E') * (star u ⬝ᵥ X *ᵥ v) := by
  have h1 : star u ᵥ* H = (E : ℂ) • star u := by
    have h := Matrix.star_mulVec H u
    rw [hH.eq, hu] at h
    rw [← h]
    ext i
    simp
  have hs : (Complex.I • (H * X - X * H)) *ᵥ v = Complex.I • ((H * X - X * H) *ᵥ v) :=
    Matrix.smul_mulVec _ _ _
  rw [hs, Matrix.sub_mulVec, ← Matrix.mulVec_mulVec, ← Matrix.mulVec_mulVec, hv,
    Matrix.mulVec_smul, dotProduct_smul, dotProduct_sub, Matrix.dotProduct_mulVec (star u) H,
    h1, smul_dotProduct, dotProduct_smul]
  simp only [smul_eq_mul]
  ring

/-- Site elements of the current: `J_mn = i H_mn (n - m)`. -/
theorem current_apply (L : ℕ) (t : ℝ) (m n : Fin L) :
    current L t m n = Complex.I * ham L t m n * ((n.val : ℂ) - (m.val : ℂ)) := by
  simp only [current, position, Matrix.smul_apply, Matrix.sub_apply, Matrix.mul_diagonal,
    Matrix.diagonal_mul, smul_eq_mul]
  push_cast
  ring

/-- The current is odd under reflection of the chain about its centre. -/
theorem current_reflect (L : ℕ) (t : ℝ) (m n : Fin L) :
    current L t m.rev n.rev = -current L t m n := by
  have hr : ∀ p : Fin L, p.rev.val + p.val + 1 = L := fun p => by
    have := p.isLt; rw [Fin.val_rev]; omega
  have hc : ∀ p : Fin L, (p.rev.val : ℂ) + p.val + 1 = L := fun p => by exact_mod_cast hr p
  have hH : ham L t m.rev n.rev = ham L t m n := by
    have h1 := hr m
    have h2 := hr n
    simp only [ham, Matrix.of_apply]
    exact if_congr (by omega) rfl rfl
  rw [current_apply, current_apply, hH]
  linear_combination (Complex.I * ham L t m n) * (hc n - hc m)

/-- The standing wave `v_j` has parity `-(-1)^j` under reflection of the chain. -/
theorem mode_reflect (L j : ℕ) (n : Fin L) : mode L j n.rev = -(-1) ^ j * mode L j n := by
  have hn : n.rev.val + 1 + (n.val + 1) = L + 1 := by
    have := n.isLt; rw [Fin.val_rev]; omega
  have h : ((n.rev.val + 1 : ℕ) : ℝ) = (L + 1) - ((n.val + 1 : ℕ) : ℝ) := by
    have := congrArg (Nat.cast : ℕ → ℝ) hn
    push_cast at this ⊢
    linarith
  have hk : wavenumber L j * ((L : ℝ) + 1) = j * π := by
    unfold wavenumber; field_simp
  unfold mode
  rw [h, mul_sub, hk, Real.sin_sub, Real.sin_nat_mul_pi, Real.cos_nat_mul_pi]
  push_cast
  ring

/-- Selection rule: the current element between `v_j` and `v_j'` vanishes if `j - j'` is even. -/
theorem selection_rule (L : ℕ) (t : ℝ) (j j' : ℕ) (h : Even ((j : ℤ) - j')) :
    element L t j j' = 0 := by
  have he : Even (j + j') := by
    obtain ⟨r, hr⟩ := h
    rw [Nat.even_iff]; omega
  have hs : (-1 : ℂ) ^ j * (-1) ^ j' = 1 := by rw [← pow_add]; exact he.neg_one_pow
  -- reflecting both site sums turns the element into its negative
  have key : element L t j j' = -element L t j j' :=
    calc element L t j j'
        = ∑ m : Fin L, star (mode L j m.rev) * ∑ n, current L t m.rev n * mode L j' n :=
          (Equiv.sum_comp Fin.revPerm
            (fun m => star (mode L j m) * ∑ n, current L t m n * mode L j' n)).symm
      _ = ∑ m : Fin L, -(star (mode L j m) * ∑ n, current L t m n * mode L j' n) := by
          refine Finset.sum_congr rfl fun m _ => ?_
          have hin : ∑ n, current L t m.rev n * mode L j' n
              = (-1) ^ j' * ∑ n, current L t m n * mode L j' n := by
            refine (Equiv.sum_comp Fin.revPerm
              (fun n => current L t m.rev n * mode L j' n)).symm.trans ?_
            rw [Finset.mul_sum]
            refine Finset.sum_congr rfl fun n _ => ?_
            show current L t m.rev n.rev * mode L j' n.rev = _
            rw [current_reflect, mode_reflect]
            ring
          have hst : star (mode L j m.rev) = -(-1) ^ j * star (mode L j m) := by
            rw [mode_reflect]
            simp only [star_mul', star_neg, star_pow, star_one]
          rw [hin, hst]
          linear_combination (-(star (mode L j m) * ∑ n, current L t m n * mode L j' n)) * hs
      _ = -element L t j j' := by rw [Finset.sum_neg_distrib]; rfl
  linear_combination (1 / 2) * key

/-- For `t > 0` and `j < L` the spacing `E_{j+1} - E_j` is positive and at most
`2 π t / (L + 1)`. -/
theorem spacing {L j : ℕ} {t : ℝ} (ht : 0 < t) (hj : j < L) :
    0 < energy L t (j + 1) - energy L t j ∧
      energy L t (j + 1) - energy L t j ≤ 2 * π * t / (L + 1) := by
  have hπ := Real.pi_pos
  have hd : 0 < π / ((L : ℝ) + 1) := by positivity
  have hb : wavenumber L (j + 1) = wavenumber L j + π / (L + 1) := by
    unfold wavenumber; push_cast; ring
  have h0 : 0 ≤ wavenumber L j := by unfold wavenumber; positivity
  have h1 : wavenumber L (j + 1) ≤ π := by
    have : ((j + 1 : ℕ) : ℝ) ≤ L := by exact_mod_cast hj
    unfold wavenumber
    rw [div_le_iff₀ (by positivity)]
    nlinarith
  have hlt := Real.cos_lt_cos_of_nonneg_of_le_pi h0 h1 (by linarith)
  have hle : cos (wavenumber L j) - cos (wavenumber L (j + 1)) ≤ π / (L + 1) := by
    have h2 := Real.abs_cos_sub_cos_le (wavenumber L (j + 1)) (wavenumber L j)
    rw [show wavenumber L (j + 1) - wavenumber L j = π / (L + 1) by linarith,
      abs_of_pos hd] at h2
    linarith [(abs_le.mp h2).1]
  have e : 2 * π * t / ((L : ℝ) + 1) = 2 * t * (π / (L + 1)) := by ring
  unfold energy
  rw [e]
  constructor <;> nlinarith

/-- Open chain with `t > 0`: `v_1, …, v_L` are nonzero eigenvectors; current elements vanish
for even `j - j'`, equal `i (E_j - E_j') ⟨v_j|X|v_j'⟩` and vanish for equal energies; adjacent
spacings lie in `(0, 2 π t / (L + 1)]`. -/
theorem open_chain_response (L : ℕ) (t : ℝ) (ht : 0 < t) :
    (∀ j, 1 ≤ j → j ≤ L →
      mode L j ≠ 0 ∧ ham L t *ᵥ mode L j = (energy L t j : ℂ) • mode L j) ∧
    (∀ j j' : ℕ, Even ((j : ℤ) - j') → element L t j j' = 0) ∧
    (∀ j j', element L t j j' = Complex.I * ((energy L t j : ℂ) - energy L t j') *
      (star (mode L j) ⬝ᵥ position L *ᵥ mode L j')) ∧
    (∀ j j', energy L t j = energy L t j' → element L t j j' = 0) ∧
    (∀ j, j < L → 0 < energy L t (j + 1) - energy L t j ∧
      energy L t (j + 1) - energy L t j ≤ 2 * π * t / (L + 1)) := by
  have hH : (ham L t).IsHermitian := by
    show (ham L t)ᴴ = ham L t
    ext m n
    rw [Matrix.conjTranspose_apply]
    simp only [ham, Matrix.of_apply]
    by_cases h : m.val + 1 = n.val ∨ n.val + 1 = m.val
    · rw [if_pos h, if_pos h.symm]; simp
    · have h2 : ¬ (n.val + 1 = m.val ∨ m.val + 1 = n.val) := fun h' => h h'.symm
      rw [if_neg h, if_neg h2]; simp
  have hel := fun j j' => commutator_element (ham L t) (position L) hH _ _ _ _
    (mode_eigen L t j) (mode_eigen L t j')
  refine ⟨fun j h1 h2 => ⟨fun h => ?_, mode_eigen L t j⟩, selection_rule L t, hel,
    fun j j' h => (hel j j').trans (by rw [h]; ring), fun j hj => spacing ht hj⟩
  -- the amplitude on the first site is `sin k_j > 0`
  have hπ := Real.pi_pos
  have a : (1 : ℝ) ≤ j := by exact_mod_cast h1
  have b : (j : ℝ) ≤ L := by exact_mod_cast h2
  have hpos : 0 < sin (wavenumber L j) := by
    unfold wavenumber
    refine Real.sin_pos_of_pos_of_lt_pi (div_pos (by nlinarith) (by positivity)) ?_
    rw [div_lt_iff₀ (by positivity)]
    nlinarith
  have h0 : ((sin (wavenumber L j * ((0 + 1 : ℕ) : ℝ)) : ℝ) : ℂ) = 0 :=
    congrFun h ⟨0, by omega⟩
  have e : wavenumber L j * ((0 + 1 : ℕ) : ℝ) = wavenumber L j := by simp
  rw [Complex.ofReal_eq_zero, e] at h0
  exact hpos.ne' h0

/-- For two sites the current element between `v_1` and `v_2` is `3 i t / 2`. -/
theorem dimer_element (t : ℝ) : element 2 t 1 2 = 3 / 2 * Complex.I * t := by
  have hs : sin (π / 3) * sin (π / 3) = 3 / 4 := by
    rw [Real.sin_pi_div_three]
    nlinarith [Real.mul_self_sqrt (show (0 : ℝ) ≤ 3 by norm_num)]
  have hc : ((sin (π / 3) : ℝ) : ℂ) * ((sin (π / 3) : ℝ) : ℂ) = 3 / 4 := by
    rw [← Complex.ofReal_mul, hs]; norm_num
  have hst : star ((sin (π / 3) : ℝ) : ℂ) = ((sin (π / 3) : ℝ) : ℂ) := Complex.conj_ofReal _
  have e1 : wavenumber 2 1 * (((0 : Fin 2).val + 1 : ℕ) : ℝ) = π / 3 := by
    simp only [wavenumber, Fin.val_zero]; push_cast; ring
  have e2 : wavenumber 2 2 * (((0 : Fin 2).val + 1 : ℕ) : ℝ) = π - π / 3 := by
    simp only [wavenumber, Fin.val_zero]; push_cast; ring
  have a0 : mode 2 1 0 = ((sin (π / 3) : ℝ) : ℂ) := by unfold mode; rw [e1]
  have b0 : mode 2 2 0 = ((sin (π / 3) : ℝ) : ℂ) := by unfold mode; rw [e2, Real.sin_pi_sub]
  have a1 : mode 2 1 1 = -(-1) ^ 1 * mode 2 1 0 := mode_reflect 2 1 0
  have b1 : mode 2 2 1 = -(-1) ^ 2 * mode 2 2 0 := mode_reflect 2 2 0
  rw [pow_one, neg_neg, one_mul] at a1
  have j00 : current 2 t 0 0 = 0 := by rw [current_apply]; simp
  have j11 : current 2 t 1 1 = 0 := by rw [current_apply]; simp
  have j01 : current 2 t 0 1 = -(Complex.I * t) := by rw [current_apply]; simp [ham]
  have j10 : current 2 t 1 0 = Complex.I * t := by rw [current_apply]; simp [ham]
  simp only [element, dotProduct, Matrix.mulVec, Fin.sum_univ_two, Pi.star_apply,
    j00, j11, j01, j10, a1, b1, a0, b0, hst]
  linear_combination 2 * Complex.I * t * hc

end

end OpenChainCurrent
```

```lean
#print axioms OpenChainCurrent.open_chain_response
-- 'OpenChainCurrent.open_chain_response' depends on axioms: [propext, Classical.choice, Quot.sound]
#print axioms OpenChainCurrent.dimer_element
-- 'OpenChainCurrent.dimer_element' depends on axioms: [propext, Classical.choice, Quot.sound]
```

## From the boundary nodes to the spacing bound in Lean

`ham_mulVec` is the action of \(H\) on an amplitude with two nodes. Site `m` sits at position \(m+1\), so its neighbours are `f m.val` and `f (m.val + 2)`. The step `key` splits each term of the row sum into a right and a left contribution. In `s1` and `s2` either the neighbour exists and `Finset.sum_eq_single` picks it out, or it is missing and `hL` or `h0` makes both sides zero. `mode_eigen` applies this to the sine, with `hk` for \(k_j(L+1)=j\pi\), and `r` is the addition formula through `Real.sin_sub` and `Real.sin_add`.

`commutator_element` holds for any Hermitian `H`, any `X`, and eigenvectors with real eigenvalues. Its step `h1` is \(\langle u|H=E\langle u|\) for the bra eigenvector `u` with eigenvalue `E`, obtained from `Matrix.star_mulVec`; the remaining rewriting expands the commutator and pulls out the two energies.

`current_apply` gives \(J_{mn}\). The mirror is `Fin.val_rev` in arithmetic form: `hr` in `current_reflect` says \(\bar p+p+1=L\) for each site \(p\), `hH` is the invariance of \(H\), and the closing `linear_combination` reverses \(n-m\). `mode_reflect` expands \(\sin(j\pi-k_jx_n)\) and uses `Real.cos_nat_mul_pi` for the sign \((-1)^j\). In `selection_rule`, `Equiv.sum_comp Fin.revPerm` relabels the outer sum and then, in `hin`, the inner one. There the minus signs of \(J\) and of \(v_{j'}\) cancel and leave \((-1)^{j'}\); `hst` supplies \(-(-1)^j\) for the bra, and `hs` sets \((-1)^j(-1)^{j'}=1\). The result `key` is \(M_{jj'}=-M_{jj'}\), which is halved in the last line.

In `spacing`, `h0` and `h1` place both wave numbers in \([0,\pi]\), `Real.cos_lt_cos_of_nonneg_of_le_pi` is the strict decrease, and `Real.abs_cos_sub_cos_le` is the Lipschitz bound. The main theorem proves `hH`, the Hermiticity of `ham L t`, entry by entry, obtains clause 3 as `hel`, derives clause 4 from it by setting the energies equal, and refutes \(v_j=0\) with `hpos`, the positivity of \(\sin k_j\) on the first site. `dimer_element` evaluates both modes on site 0, gets site 1 from `mode_reflect`, lists the four entries of \(J\), and closes with \(s^2=3/4\).
